# Two Padé approximants bound the imaginary-frequency polarisability of finitely many excitations with positive strengths

A low-frequency expansion of the polarisability fails badly when it is carried up the imaginary frequency axis. Take a finite set of excitations $m$ with energies $d_m>0$ and oscillator strengths $f_m>0$, and write

$$\alpha(iw)=\sum_m\frac{f_m}{d_m^2+w^2},\qquad S_k=\sum_m\frac{f_m}{d_m^k}.$$

The first two terms of the expansion in $w$ are $S_2-w^2S_4$. Their sum becomes negative as soon as $w^2>S_2/S_4$, although $\alpha(iw)$ is a sum of positive terms. A rational formula with the same two coefficients can stay positive, but unless the sign of its error is known, it gives an estimate and not a bound.

For a nonempty set of excitations and every real $w$, the sign is known for one such formula, on the left below, and for a second rational formula, on the right, which is built from $S_0$ and $S_2$ and shares only the static value $S_2$ with the expansion in general:

$$0<\frac{S_2^2}{S_2+w^2S_4}\le\alpha(iw)\le\frac{S_0S_2}{S_0+w^2S_2}.$$

Dispersion coefficients are integrals over $w$ of products of polarisabilities at imaginary frequency. For systems described by finitely many discrete excitations, the inequalities bound each factor of the integrand from a few moments.

## Excitations, strengths and moments

The excitations are labelled by a finite type `ι`, and the functions `f` and `d` from `ι` to the reals give their strengths and energies. Atomic units are understood, with the strengths normalised so that no further prefactor appears in the polarisability.

In Lean 4 with Mathlib:

```lean
import Mathlib

open Finset

namespace PadePolarisability

noncomputable section

variable {ι : Type*} [Fintype ι]
```

At complex frequency $z$ the sum-over-states polarisability is

$$\alpha(z)=\sum_m\frac{f_m}{d_m^2-z^2}.$$

This is one diagonal component, or an isotropic average, without damping. The formula is taken as the definition; it is not derived from a Hamiltonian or from time-dependent perturbation theory.

```lean
/-- Sum-over-states dynamic polarisability at complex frequency `z`, with strengths `f m` and
excitation energies `d m`; its domain is `z ^ 2 ≠ d m ^ 2` for all `m`. -/
def dynPol (f d : ι → ℝ) (z : ℂ) : ℂ := ∑ m, (f m : ℂ) / ((d m : ℂ) ^ 2 - z ^ 2)
```

On the imaginary axis the sum is real, and it gets a definition of its own, with the real number $w$ as its argument.

```lean
/-- The polarisability at imaginary frequency `i w`, as a real sum; its domain is
`d m ^ 2 + w ^ 2 ≠ 0` for all `m`. -/
def imagPol (f d : ι → ℝ) (w : ℝ) : ℝ := ∑ m, f m / (d m ^ 2 + w ^ 2)
```

The moments $S_k$ have direct meanings. $S_0$ is the total strength, $S_2$ is the static polarisability, and $S_4$ is the coefficient of the leading frequency dependence. All of them are taken over the same finite set as $\alpha$. In a truncated calculation $S_0$ is therefore the sum of the strengths in the list, which may differ from the number of electrons.

```lean
/-- The moment `S_k`, the sum of `f m / d m ^ k`, for nonzero excitation energies. -/
def moment (f d : ι → ℝ) (k : ℕ) : ℝ := ∑ m, f m / d m ^ k
```

The lower approximant can be written as

$$\frac{S_2^2}{S_2+w^2S_4}=\frac{S_2^2/S_4}{S_2/S_4+w^2},$$

a single oscillator with squared energy $S_2/S_4$. Its expansion begins with $S_2-w^2S_4$, as that of $\alpha(iw)$ does.

```lean
/-- The Padé approximant `S₂² / (S₂ + w² S₄)`, for nonzero excitation energies and a nonzero
denominator. -/
def padeLower (f d : ι → ℝ) (w : ℝ) : ℝ :=
  moment f d 2 ^ 2 / (moment f d 2 + w ^ 2 * moment f d 4)
```

The upper approximant is also a single oscillator,

$$\frac{S_0S_2}{S_0+w^2S_2}=\frac{S_0}{S_0/S_2+w^2}.$$

It has the correct static value $S_2$ and the correct decay $S_0/w^2$ at large $w$. Because it is fixed by one condition at $w=0$ and one at $w\to\infty$, it is a two-point Padé approximant, whereas the lower one is an ordinary Padé approximant in $w^2$ about $w=0$.

```lean
/-- The Padé approximant `S₀ S₂ / (S₀ + w² S₂)`, for nonzero excitation energies and a nonzero
denominator. -/
def padeUpper (f d : ι → ℝ) (w : ℝ) : ℝ :=
  moment f d 0 * moment f d 2 / (moment f d 0 + w ^ 2 * moment f d 2)
```

## From complex frequency to a real sum

Setting $z=iw$ gives $z^2=-w^2$, so each denominator $d_m^2-z^2$ becomes $d_m^2+w^2$. For positive energies it never vanishes, and the imaginary axis is free of poles.

In the proof, `push_cast` moves the embedding of the reals into the complex numbers inside the sum, and `Complex.I_sq` supplies $i^2=-1$. The later theorems are stated for `imagPol`; this equality connects them to `dynPol`.

```lean
/-- On the imaginary frequency axis the dynamic polarisability is the real sum `imagPol`. -/
theorem dynPol_imaginary (f d : ι → ℝ) (w : ℝ) :
    dynPol f d (Complex.I * w) = (imagPol f d w : ℂ) := by
  unfold dynPol imagPol
  push_cast
  refine Finset.sum_congr rfl fun m _ => ?_
  rw [mul_pow, Complex.I_sq]
  congr 1
  ring
```

## Positive moments

If $f_m>0$ and $d_m>0$ for all $m$, every term $f_m/d_m^k$ is positive. A sum of positive terms over a nonempty set is positive, so $S_k>0$ for each natural number $k$.

The conditions describe response from a nondegenerate ground state, where excitation energies are positive and dipole-allowed transitions have positive strength. Dark transitions contribute nothing to the sums and are left out of the list. Degenerate excitations may appear as separate labels.

```lean
/-- With at least one excitation, positive strengths and positive excitation energies, every
moment is positive. -/
theorem moment_pos [Nonempty ι] {f d : ι → ℝ} (hf : ∀ m, 0 < f m) (hd : ∀ m, 0 < d m)
    (k : ℕ) : 0 < moment f d k :=
  Finset.sum_pos (fun m _ => div_pos (hf m) (pow_pos (hd m) k)) Finset.univ_nonempty
```

## The error of the lower approximant as a sum of squares

Let $a$ and $b$ be any real constants, and put $C=a+w^2b$. For each excitation,

$$w^2\Big(b-\frac{a}{d_m^2}\Big)=C-a\,\frac{d_m^2+w^2}{d_m^2}.$$

Squaring and dividing by $d_m^2+w^2$ gives

$$\frac{w^4(b-a/d_m^2)^2}{d_m^2+w^2}=\frac{C^2}{d_m^2+w^2}-\frac{2Ca}{d_m^2}+a^2\,\frac{d_m^2+w^2}{d_m^4}.$$

Multiplied by $f_m$ and summed, the right-hand side is

$$C^2\alpha(iw)-2CaS_2+a^2(S_2+w^2S_4).$$

Now choose $a=S_2$ and $b=S_4$, so that $C$ becomes the denominator $M=S_2+w^2S_4$. The last two terms combine to $-MS_2^2$, and

$$M^2\alpha(iw)-MS_2^2=w^4\sum_m\frac{f_m\,(S_4-S_2/d_m^2)^2}{d_m^2+w^2}.$$

Where $M\ne0$, which positive strengths guarantee for a nonempty set, the left-hand side is $M^2$ times the difference between $\alpha(iw)$ and the lower approximant.

The statement `key` is the identity with free $a$ and $b$. Keeping them free matters because the moments are themselves sums; with constants in their place, the two sides can be compared excitation by excitation. There `field_simp` clears the denominators and `ring` checks the polynomial identity. The final `linear_combination` inserts the moments. The strengths may have any sign here.

```lean
/-- For positive excitation energies, the error of the lower approximant, times its squared
denominator, is `w⁴` times a sum of squares weighted by the strengths. -/
theorem lower_remainder (f : ι → ℝ) {d : ι → ℝ} (hd : ∀ m, 0 < d m) (w : ℝ) :
    (moment f d 2 + w ^ 2 * moment f d 4) ^ 2 * imagPol f d w
      - (moment f d 2 + w ^ 2 * moment f d 4) * moment f d 2 ^ 2
    = w ^ 4 * ∑ m, f m * (moment f d 4 - moment f d 2 / d m ^ 2) ^ 2 / (d m ^ 2 + w ^ 2) := by
  -- partial fractions in `d m ^ 2`, with the moments replaced by free constants
  have key : ∀ a b : ℝ, w ^ 4 * ∑ m, f m * (b - a / d m ^ 2) ^ 2 / (d m ^ 2 + w ^ 2)
      = (a + w ^ 2 * b) ^ 2 * imagPol f d w - 2 * (a + w ^ 2 * b) * a * moment f d 2
        + a ^ 2 * (moment f d 2 + w ^ 2 * moment f d 4) := by
    intro a b
    simp only [imagPol, moment, Finset.mul_sum, ← Finset.sum_add_distrib,
      ← Finset.sum_sub_distrib]
    refine Finset.sum_congr rfl fun m _ => ?_
    have h := hd m
    have h1 : d m ≠ 0 := h.ne'
    have h2 : d m ^ 2 + w ^ 2 ≠ 0 := by positivity
    field_simp
    ring
  linear_combination -key (moment f d 2) (moment f d 4)
```

## The error of the upper approximant

With constants $a$ and $b$ again, now put $C=b+w^2a$. Partial fractions give

$$\frac{w^2d_m^2(a-b/d_m^2)^2}{d_m^2+w^2}=(ad_m^2-b)^2\Big(\frac1{d_m^2}-\frac1{d_m^2+w^2}\Big).$$

The first product on the right is $a^2d_m^2-2ab+b^2/d_m^2$. For the second, $ad_m^2-b=a(d_m^2+w^2)-C$ gives

$$\frac{(ad_m^2-b)^2}{d_m^2+w^2}=a^2(d_m^2+w^2)-2aC+\frac{C^2}{d_m^2+w^2}.$$

Their difference is

$$w^2a^2+\frac{b^2}{d_m^2}-\frac{C^2}{d_m^2+w^2}.$$

Summing with weights $f_m$ yields $w^2a^2S_0+b^2S_2-C^2\alpha(iw)$. For $a=S_2$ and $b=S_0$, $C$ is the denominator $N=S_0+w^2S_2$, and the first two terms become $NS_0S_2$. Hence

$$NS_0S_2-N^2\alpha(iw)=w^2\sum_m\frac{f_m\,d_m^2\,(S_2-S_0/d_m^2)^2}{d_m^2+w^2}.$$

Where $N\ne0$, the left-hand side is $N^2$ times the upper approximant minus $\alpha(iw)$. The code follows the same pattern as before: an identity with free constants, checked term by term, and then the substitution of the moments.

```lean
/-- For positive excitation energies, the error of the upper approximant, times its squared
denominator, is `w²` times a sum of squares weighted by the strengths. -/
theorem upper_remainder (f : ι → ℝ) {d : ι → ℝ} (hd : ∀ m, 0 < d m) (w : ℝ) :
    (moment f d 0 + w ^ 2 * moment f d 2) * (moment f d 0 * moment f d 2)
      - (moment f d 0 + w ^ 2 * moment f d 2) ^ 2 * imagPol f d w
    = w ^ 2 * ∑ m, f m * d m ^ 2 * (moment f d 2 - moment f d 0 / d m ^ 2) ^ 2
        / (d m ^ 2 + w ^ 2) := by
  have key : ∀ a b : ℝ,
      w ^ 2 * ∑ m, f m * d m ^ 2 * (a - b / d m ^ 2) ^ 2 / (d m ^ 2 + w ^ 2)
      = w ^ 2 * a ^ 2 * moment f d 0 + b ^ 2 * moment f d 2
        - (b + w ^ 2 * a) ^ 2 * imagPol f d w := by
    intro a b
    simp only [imagPol, moment, pow_zero, div_one, Finset.mul_sum, ← Finset.sum_add_distrib,
      ← Finset.sum_sub_distrib]
    refine Finset.sum_congr rfl fun m _ => ?_
    have h := hd m
    have h1 : d m ≠ 0 := h.ne'
    have h2 : d m ^ 2 + w ^ 2 ≠ 0 := by positivity
    field_simp
    ring
  linear_combination -key (moment f d 2) (moment f d 0)
```

## The two-sided bound

For positive strengths both remainders are nonnegative. The first gives $MS_2^2\le M^2\alpha(iw)$. Since $M>0$, one factor of $M$ cancels, and division by the other gives

$$\frac{S_2^2}{M}\le\alpha(iw).$$

The second gives $N^2\alpha(iw)\le NS_0S_2$, and therefore $\alpha(iw)\le S_0S_2/N$. The lower approximant is positive because $S_2$ and $M$ are.

In words, `pade_bounds` takes at least one excitation, positive strengths `hf`, positive energies `hd` and any real `w`, and returns the three inequalities. The quantity `hR` is the nonnegative remainder, which is rewritten with the identity above. The lemmas `div_le_iff₀` and `le_div_iff₀` clear the approximant's denominator, and `le_of_mul_le_mul_left` cancels the common positive factor.

```lean
/-- **Padé bounds.** With at least one excitation, positive strengths and positive excitation
energies, the polarisability at any imaginary frequency lies between the two Padé approximants,
and the lower one is positive. -/
theorem pade_bounds [Nonempty ι] {f d : ι → ℝ} (hf : ∀ m, 0 < f m) (hd : ∀ m, 0 < d m)
    (w : ℝ) : 0 < padeLower f d w ∧ padeLower f d w ≤ imagPol f d w ∧
      imagPol f d w ≤ padeUpper f d w := by
  have h0 := moment_pos hf hd 0
  have h2 := moment_pos hf hd 2
  have h4 := moment_pos hf hd 4
  have hM : 0 < moment f d 2 + w ^ 2 * moment f d 4 := by positivity
  have hN : 0 < moment f d 0 + w ^ 2 * moment f d 2 := by positivity
  refine ⟨div_pos (pow_pos h2 2) hM, ?_, ?_⟩
  · have hR : 0 ≤ w ^ 4 * ∑ m, f m * (moment f d 4 - moment f d 2 / d m ^ 2) ^ 2
        / (d m ^ 2 + w ^ 2) :=
      mul_nonneg (by positivity) (Finset.sum_nonneg fun m _ =>
        div_nonneg (mul_nonneg (hf m).le (sq_nonneg _)) (by positivity))
    rw [← lower_remainder f hd w] at hR
    rw [padeLower, div_le_iff₀ hM]
    exact le_of_mul_le_mul_left (by linarith) hM
  · have hR : 0 ≤ w ^ 2 * ∑ m, f m * d m ^ 2 * (moment f d 2 - moment f d 0 / d m ^ 2) ^ 2
        / (d m ^ 2 + w ^ 2) :=
      mul_nonneg (by positivity) (Finset.sum_nonneg fun m _ =>
        div_nonneg (mul_nonneg (mul_nonneg (hf m).le (sq_nonneg _)) (sq_nonneg _))
          (by positivity))
    rw [← upper_remainder f hd w] at hR
    rw [padeUpper, le_div_iff₀ hN]
    exact le_of_mul_le_mul_left (by linarith) hN
```

## Strict bounds when two energies differ

A bound can be an equality only if its remainder vanishes. At $w=0$ both do, and both approximants equal $S_2$. For $w\ne0$ and positive strengths, a vanishing remainder requires every square in it to vanish.

Suppose that $a-b/d_k^2=0$ for every excitation $k$, with $b\ne0$. Comparing excitations $m$ and $n$ gives $b/d_m^2=b/d_n^2$, so $d_n^2=d_m^2$ and

$$(d_n-d_m)(d_n+d_m)=0.$$

The second factor is positive, hence $d_m=d_n$. If these energies differ, some square must survive. The proof is this argument by contradiction, with `mul_eq_zero` separating the two factors.

```lean
/-- If two positive excitation energies differ and `b` is nonzero, then `a - b / d k ^ 2` is
nonzero for some excitation `k`. -/
theorem exists_ne_zero {d : ι → ℝ} (hd : ∀ m, 0 < d m) {m n : ι} (hmn : d m ≠ d n)
    (a : ℝ) {b : ℝ} (hb : b ≠ 0) : ∃ k, a - b / d k ^ 2 ≠ 0 := by
  by_contra! h
  have e : b / d m ^ 2 = b / d n ^ 2 := by linarith [h m, h n]
  rw [div_eq_div_iff (pow_pos (hd m) 2).ne' (pow_pos (hd n) 2).ne'] at e
  have e2 : d n ^ 2 = d m ^ 2 := mul_left_cancel₀ hb e
  have e3 : (d n - d m) * (d n + d m) = 0 := by linear_combination e2
  rcases mul_eq_zero.mp e3 with h' | h'
  · exact hmn (by linarith)
  · linarith [hd m, hd n]
```

For the lower bound the lemma is applied with $a=S_4$ and $b=S_2$, and for the upper bound with $a=S_2$ and $b=S_0$. In both cases $b$ is positive. The remainder then contains a positive term among nonnegative ones, and its prefactor $w^4$ or $w^2$ is positive, so

$$\frac{S_2^2}{S_2+w^2S_4}<\alpha(iw)<\frac{S_0S_2}{S_0+w^2S_2}\qquad(w\ne0).$$

`Finset.sum_pos'` expresses the step from one positive term to a positive sum. The rest repeats the previous proof with strict inequalities. Nonemptiness needs no separate assumption, because the excitation `m` is already given.

```lean
/-- For positive strengths and positive excitation energies, two of which differ, both Padé
bounds are strict at every nonzero imaginary frequency. -/
theorem pade_bounds_strict {f d : ι → ℝ} (hf : ∀ m, 0 < f m) (hd : ∀ m, 0 < d m)
    {m n : ι} (hmn : d m ≠ d n) {w : ℝ} (hw : w ≠ 0) :
    padeLower f d w < imagPol f d w ∧ imagPol f d w < padeUpper f d w := by
  have : Nonempty ι := ⟨m⟩
  have h0 := moment_pos hf hd 0
  have h2 := moment_pos hf hd 2
  have h4 := moment_pos hf hd 4
  have hM : 0 < moment f d 2 + w ^ 2 * moment f d 4 := by positivity
  have hN : 0 < moment f d 0 + w ^ 2 * moment f d 2 := by positivity
  have hD : ∀ k, 0 < d k ^ 2 + w ^ 2 := fun k => by positivity
  constructor
  · -- at least one square in the remainder survives
    obtain ⟨k, hk⟩ := exists_ne_zero hd hmn (moment f d 4) h2.ne'
    have hR : 0 < w ^ 4 * ∑ m, f m * (moment f d 4 - moment f d 2 / d m ^ 2) ^ 2
        / (d m ^ 2 + w ^ 2) :=
      mul_pos (by positivity) (Finset.sum_pos' (fun j _ =>
        div_nonneg (mul_nonneg (hf j).le (sq_nonneg _)) (hD j).le)
        ⟨k, Finset.mem_univ k, div_pos (mul_pos (hf k) (pow_pos_of_ne hk)) (hD k)⟩)
    rw [← lower_remainder f hd w] at hR
    rw [padeLower, div_lt_iff₀ hM]
    exact lt_of_mul_lt_mul_left (by linarith) hM.le
  · obtain ⟨k, hk⟩ := exists_ne_zero hd hmn (moment f d 2) h0.ne'
    have hR : 0 < w ^ 2 * ∑ m, f m * d m ^ 2 * (moment f d 2 - moment f d 0 / d m ^ 2) ^ 2
        / (d m ^ 2 + w ^ 2) :=
      mul_pos (by positivity) (Finset.sum_pos' (fun j _ =>
        div_nonneg (mul_nonneg (mul_nonneg (hf j).le (sq_nonneg _)) (sq_nonneg _)) (hD j).le)
        ⟨k, Finset.mem_univ k, div_pos (mul_pos (mul_pos (hf k) (pow_pos (hd k) 2))
          (pow_pos_of_ne hk)) (hD k)⟩)
    rw [← upper_remainder f hd w] at hR
    rw [padeUpper, lt_div_iff₀ hN]
    exact lt_of_mul_lt_mul_left (by linarith) hN.le
where
  pow_pos_of_ne {x : ℝ} (hx : x ≠ 0) : 0 < x ^ 2 := by positivity
```

## Equality for a single common energy

If every $d_m$ equals $D>0$, then $S_k=S_0/D^k$, and the polarisability is $S_0/(D^2+w^2)$. The lower approximant becomes

$$\frac{S_0^2/D^4}{S_0/D^2+w^2S_0/D^4}=\frac{S_0}{D^2+w^2},$$

and the upper one becomes

$$\frac{S_0^2/D^2}{S_0+w^2S_0/D^2}=\frac{S_0}{D^2+w^2}.$$

Both bounds are therefore exact for one excitation, or for any number of degenerate ones, at every real $w$.

In the code, `hk` and `hα` are the formulas for the moments and the polarisability. The total strength is then replaced by a positive number `F`, and `field_simp` verifies the two fractions after cross-multiplication.

```lean
/-- With at least one excitation, positive strengths and a single common excitation energy
`D > 0`, the polarisability is positive and equals both Padé approximants. -/
theorem pade_exact_of_single_energy [Nonempty ι] {f d : ι → ℝ} (hf : ∀ m, 0 < f m)
    {D : ℝ} (hD : 0 < D) (hd : ∀ m, d m = D) (w : ℝ) :
    0 < imagPol f d w ∧ padeLower f d w = imagPol f d w ∧
      imagPol f d w = padeUpper f d w := by
  have hF : 0 < ∑ m, f m := Finset.sum_pos (fun m _ => hf m) Finset.univ_nonempty
  have hk : ∀ k, moment f d k = (∑ m, f m) / D ^ k := fun k => by
    simp only [moment, hd, Finset.sum_div]
  have hα : imagPol f d w = (∑ m, f m) / (D ^ 2 + w ^ 2) := by
    simp only [imagPol, hd, Finset.sum_div]
  simp only [padeLower, padeUpper, hk, hα, pow_zero, div_one]
  generalize (∑ m, f m) = F at hF
  refine ⟨by positivity, ?_, ?_⟩
  · rw [div_eq_div_iff (by positivity) (by positivity)]
    field_simp
  · rw [div_eq_div_iff (by positivity) (by positivity)]
    field_simp

end

end PadePolarisability
```

```lean
#print axioms PadePolarisability.dynPol_imaginary
#print axioms PadePolarisability.pade_bounds
#print axioms PadePolarisability.pade_bounds_strict
#print axioms PadePolarisability.pade_exact_of_single_energy
```

```
'PadePolarisability.dynPol_imaginary' depends on axioms: [propext, Classical.choice, Quot.sound]
'PadePolarisability.pade_bounds' depends on axioms: [propext, Classical.choice, Quot.sound]
'PadePolarisability.pade_bounds_strict' depends on axioms: [propext, Classical.choice, Quot.sound]
'PadePolarisability.pade_exact_of_single_energy' depends on axioms: [propext, Classical.choice, Quot.sound]
```
